# Grid quadrature can break the variational bound: a cosine potential sampled at its minima

Suppose a program evaluates the energy of a trial function by summing over grid points, and the result is read as an upper bound on the ground-state energy. The reading can be wrong. In the example below the grid energy of the simplest trial function, a constant, lies below the exact energy of every trial function built from finitely many plane waves. A search for the lowest grid energy can then favour a quadrature error over a better wave function.

## A constant function with too low an energy

Take one particle on the periodic unit cell $[0,1]$, in units with $\hbar=m=1$, with

$$H=-\tfrac12\frac{d^2}{dx^2}+V(x),\qquad V(x)=-a\cos(2\pi Nx),\qquad a>0,\ N\ge 1 .$$

The number $a$ is the amplitude of the potential, and its positive sign puts the minima at the points $j/N$. The exact energy of a trial function $\psi$ is the Rayleigh quotient

$$E[\psi]=\frac{\int_0^1\psi^*H\psi\,dx}{\int_0^1|\psi|^2dx}.$$

The grid energy $E_N[\psi]$ replaces both integrals by sums over $x_j=j/N$, $j=0,\dots,N-1$, with weight $1/N$.

The claim is that $E_N[1]=-a$, while $E[\psi]>-a$ for every nonzero trigonometric polynomial $\psi=\sum_{k\in s}c_k\,p_k$, where $p_k(x)=e^{2\pi ikx}$ and $s$ is a finite set of integers.

**The grid value.** The constant has no kinetic energy, and $\cos(2\pi N\cdot j/N)=\cos(2\pi j)=1$ at every grid point. The numerator is therefore $N\cdot(-a)/N=-a$ and the denominator is $N\cdot 1/N=1$. The exact quotient of the same function is

$$E[1]=-a\int_0^1\cos(2\pi Nx)\,dx=-a\,\frac{\sin(2\pi N)}{2\pi N}=0,$$

so quadrature lowers its energy by exactly $a$.

**A nonzero coefficient gives a nonzero function.** For $k\neq0$,

$$\int_0^1p_k\,dx=\frac{e^{2\pi ik}-1}{2\pi ik}=0,$$

and for $k=0$ the integral is $1$. Since $p_{-m}p_k=p_{k-m}$, it follows that $\int_0^1p_{-m}\psi\,dx=c_m$ for $m\in s$. If $\psi$ vanished throughout $(0,1)$, every $c_m$ would be zero. Hence some $c_m\ne0$ forces $\psi\neq0$ somewhere in $(0,1)$, and by continuity $\int_0^1|\psi|^2dx>0$.

**The exact energy.** Both $\psi$ and $\psi'$ are periodic, so integrating $(\psi^*\psi')'=|\psi'|^2+\psi^*\psi''$ over the cell gives zero on the left. Therefore

$$\int_0^1\psi^*H\psi\,dx=\int_0^1\left(\tfrac12|\psi'|^2+V|\psi|^2\right)dx .$$

Adding $a\int_0^1|\psi|^2dx$ measures the energy from the bottom of the potential:

$$(E[\psi]+a)\int_0^1|\psi|^2dx=\int_0^1\left(\tfrac12|\psi'|^2+a\,(1-\cos 2\pi Nx)\,|\psi|^2\right)dx .$$

The integrand on the right is continuous and nonnegative. The factor $1-\cos2\pi Nx$ vanishes only at the points $n/N$ with $n$ an integer, which form a countable set. The open set where $\psi\ne0$ inside $(0,1)$ contains a point $y$ outside that set, and there the integrand is positive. The integral is then positive, and $E[\psi]>-a$.

## Aliasing in a plane-wave code

In a program the potential energy of a normalised `psi` on the unit cell often appears as the mean of `V * abs(psi)**2` over the grid. An $N$-point mean cannot distinguish wave number $\pm N$ from wave number $0$, so this potential looks like the constant $-a$. With $2N$ points the samples of the cosine alternate between $1$ and $-1$, and the constant function gets its correct energy, $0$. Refinement from $N$ to $2N$ points thus raises the grid energy of the constant from $-a$ to $0$, although the trial function has not changed. For a general fixed trial function, a change under refinement shows that at least one of the two grids has a quadrature error, but not which one.

The sign of $a$ matters. For $a=-1$ the grid points sit at the maxima of the potential, the grid energy of the constant is $1$, and its exact energy is still $0$, so the inequality fails.

## Wave functions and energies in Lean

```lean
import Mathlib

open scoped Real

namespace GridQuadratureNotVariational

noncomputable section
```

Wave numbers are integers, which builds in the periodic cell of length one.

```lean
/-- The plane wave `exp(2πikx)` of integer wave number `k` on the unit cell. -/
def planeWave (k : ℤ) (x : ℝ) : ℂ := Complex.exp (2 * π * Complex.I * k * x)
```

A trigonometric polynomial is given by a finite set `s` and a coefficient function `c`, of which only the values on `s` count.

```lean
/-- The trigonometric polynomial with wave numbers in `s` and coefficients `c`. -/
def trigPoly (s : Finset ℤ) (c : ℤ → ℂ) : ℝ → ℂ :=
  fun x => ∑ k ∈ s, c k * planeWave k x
```

The Hamiltonian acts through the second derivative, and this is the true derivative on the grid as well. No finite-difference error enters the comparison.

```lean
/-- The Hamiltonian `-½ d²/dx² + V` acting on a twice differentiable wave function. -/
def hamiltonian (V : ℝ → ℝ) (ψ : ℝ → ℂ) : ℝ → ℂ :=
  fun x => -(1 / 2) * deriv (deriv ψ) x + V x * ψ x
```

In the exact quotient `star` is complex conjugation. The real part makes the energy a real number; for the functions treated here the integral is already real, as `energy_by_parts` shows.

```lean
/-- The exact Rayleigh quotient on `[0,1]`, for wave functions of nonzero norm. -/
def rayleigh (V : ℝ → ℝ) (ψ : ℝ → ℂ) : ℝ :=
  (∫ x in (0 : ℝ)..1, star (ψ x) * hamiltonian V ψ x).re / ∫ x in (0 : ℝ)..1, ‖ψ x‖ ^ 2

/-- The Rayleigh quotient with both integrals replaced by sums over the `N` points `j/N`,
for `N ≥ 1` and wave functions that do not vanish on the whole grid. -/
def gridRayleigh (N : ℕ) (V : ℝ → ℝ) (ψ : ℝ → ℂ) : ℝ :=
  (∑ j ∈ Finset.range N, (star (ψ (j / N)) * hamiltonian V ψ (j / N)).re / N) /
    ∑ j ∈ Finset.range N, ‖ψ (j / N)‖ ^ 2 / N

/-- The potential `V(x) = -a cos(2πNx)`. -/
def cosPotential (a : ℝ) (N : ℕ) : ℝ → ℝ := fun x => -a * Real.cos (2 * π * N * x)
```

## Plane waves, their integrals and derivatives

The values at the two ends of the cell supply periodicity.

```lean
/-- Every plane wave equals one at both ends of the unit cell. -/
theorem planeWave_ends (k : ℤ) : planeWave k 1 = 1 ∧ planeWave k 0 = 1 := by
  constructor
  · rw [← Complex.exp_int_mul_two_pi_mul_I k, planeWave]
    congr 1
    push_cast
    ring
  · simp [planeWave]
```

The integral splits into the cases $k=0$ and $k\neq0$; in the second, the end values cancel in the antiderivative.

```lean
/-- The integral of a plane wave over the unit cell is one for `k = 0` and zero otherwise. -/
theorem integral_planeWave (k : ℤ) :
    ∫ x in (0 : ℝ)..1, planeWave k x = if k = 0 then 1 else 0 := by
  by_cases hk : k = 0
  · simp [hk, planeWave]
  · have hc : 2 * π * Complex.I * (k : ℂ) ≠ 0 := by
      simp [hk, Real.pi_ne_zero]
    obtain ⟨h1, h0⟩ := planeWave_ends k
    simp only [planeWave] at h1 h0 ⊢
    rw [integral_exp_mul_complex hc, h1, h0]
    simp [hk]
```

Differentiation keeps the set `s` and multiplies $c_k$ by $2\pi ik$. The derivative is again a trigonometric polynomial, so the same lemma also yields the second derivative.

```lean
/-- The derivative of a trigonometric polynomial multiplies each coefficient by `2πik`. -/
theorem hasDerivAt_trigPoly (s : Finset ℤ) (c : ℤ → ℂ) (x : ℝ) :
    HasDerivAt (trigPoly s c) (trigPoly s (fun k => 2 * π * Complex.I * k * c k) x) x := by
  have hp (k : ℤ) : HasDerivAt (fun y : ℝ => planeWave k y)
      (planeWave k x * (2 * π * Complex.I * k)) x := by
    have h : HasDerivAt (fun y : ℝ => 2 * π * Complex.I * k * (y : ℂ))
        (2 * π * Complex.I * k * ((1 : ℝ) : ℂ)) x :=
      (hasDerivAt_id x).ofReal_comp.const_mul _
    rw [Complex.ofReal_one, mul_one] at h
    exact h.cexp
  unfold trigPoly
  refine (HasDerivAt.fun_sum fun k _ => (hp k).const_mul (c k)).congr_deriv ?_
  exact Finset.sum_congr rfl fun k _ => by ring
```

Coefficient recovery follows the hand calculation: `hmul` is $p_{k-m}=p_{-m}p_k$, and the integral of the finite sum leaves only the term $k=m$.

```lean
/-- Integrating a trigonometric polynomial against `exp(-2πimx)` returns its coefficient
at `m`. -/
theorem coefficient_eq_integral (s : Finset ℤ) (c : ℤ → ℂ) {m : ℤ} (hm : m ∈ s) :
    ∫ x in (0 : ℝ)..1, planeWave (-m) x * trigPoly s c x = c m := by
  have hcont (k : ℤ) : Continuous (fun x : ℝ => planeWave k x) := by
    simp only [planeWave]
    fun_prop
  have hmul (k : ℤ) (x : ℝ) :
      planeWave (k - m) x = planeWave (-m) x * planeWave k x := by
    simp only [planeWave]
    rw [← Complex.exp_add]
    congr 1
    push_cast
    ring
  calc ∫ x in (0 : ℝ)..1, planeWave (-m) x * trigPoly s c x
      = ∫ x in (0 : ℝ)..1, ∑ k ∈ s, c k * planeWave (k - m) x := by
        refine intervalIntegral.integral_congr fun x _ => ?_
        simp only [trigPoly, Finset.mul_sum]
        exact Finset.sum_congr rfl fun k _ => by rw [hmul]; ring
    _ = ∑ k ∈ s, c k * (if k - m = 0 then 1 else 0) := by
        have hi (k : ℤ) : Continuous fun x : ℝ => c k * planeWave (k - m) x :=
          continuous_const.mul (hcont (k - m))
        rw [intervalIntegral.integral_finsetSum fun k _ => (hi k).intervalIntegrable _ _]
        refine Finset.sum_congr rfl fun k _ => ?_
        rw [intervalIntegral.integral_const_mul, integral_planeWave]
    _ = c m := by simp [sub_eq_zero, hm]
```

## Integration by parts on the periodic cell

Here `φ` stands for $\psi'$ and `χ` for $\psi''$, and `pψ` and `pφ` state periodicity. The step `h0` is the vanishing boundary term. The calculation then writes $\psi^*H\psi$ as the real energy density minus half of $(\psi^*\psi')'$. The potential need only be continuous.

```lean
/-- Let `V` be continuous and let `ψ` have derivative `φ` and continuous second derivative `χ`. If
`ψ` and `φ` each take equal values at `0` and `1`, the integral of `ψ* H ψ` over `[0,1]` equals the
integral of `½|φ|² + V|ψ|²`. -/
theorem energy_by_parts {V : ℝ → ℝ} (hV : Continuous V) {ψ φ χ : ℝ → ℂ}
    (hψ : ∀ x, HasDerivAt ψ (φ x) x) (hφ : ∀ x, HasDerivAt φ (χ x) x) (hχ : Continuous χ)
    (pψ : ψ 1 = ψ 0) (pφ : φ 1 = φ 0) :
    ∫ x in (0 : ℝ)..1, star (ψ x) * hamiltonian V ψ x =
      ((∫ x in (0 : ℝ)..1, (‖φ x‖ ^ 2 / 2 + V x * ‖ψ x‖ ^ 2) : ℝ) : ℂ) := by
  have cψ : Continuous ψ := continuous_iff_continuousAt.2 fun x => (hψ x).continuousAt
  have cφ : Continuous φ := continuous_iff_continuousAt.2 fun x => (hφ x).continuousAt
  have d1 : deriv ψ = φ := funext fun x => (hψ x).deriv
  have d2 : deriv φ = χ := funext fun x => (hφ x).deriv
  have cB : Continuous fun x => star (φ x) * φ x + star (ψ x) * χ x :=
    (cφ.star.mul cφ).add (cψ.star.mul hχ)
  -- the boundary term vanishes by periodicity
  have h0 : ∫ x in (0 : ℝ)..1, (star (φ x) * φ x + star (ψ x) * χ x) = 0 := by
    rw [intervalIntegral.integral_eq_sub_of_hasDerivAt
      (f := fun y => star (ψ y) * φ y)
      (fun x _ => (hψ x).star.fun_mul (hφ x)) (cB.intervalIntegrable _ _)]
    simp only [pψ, pφ, sub_self]
  have hz (z : ℂ) : star z * z = (‖z‖ : ℂ) ^ 2 := Complex.conj_mul' z
  have cE : Continuous fun x => ((‖φ x‖ ^ 2 / 2 + V x * ‖ψ x‖ ^ 2 : ℝ) : ℂ) :=
    Complex.continuous_ofReal.comp
      (((cφ.norm.pow 2).div_const 2).add (hV.mul (cψ.norm.pow 2)))
  calc ∫ x in (0 : ℝ)..1, star (ψ x) * hamiltonian V ψ x
      = ∫ x in (0 : ℝ)..1, (((‖φ x‖ ^ 2 / 2 + V x * ‖ψ x‖ ^ 2 : ℝ) : ℂ) -
          (1 / 2) * (star (φ x) * φ x + star (ψ x) * χ x)) := by
        refine intervalIntegral.integral_congr fun x _ => ?_
        simp only [hamiltonian, d1, d2]
        push_cast
        linear_combination (V x : ℂ) * hz (ψ x) + (1 / 2) * hz (φ x)
    _ = _ := by
        have cB' : Continuous fun x =>
            (1 / 2 : ℂ) * (star (φ x) * φ x + star (ψ x) * χ x) := continuous_const.mul cB
        rw [intervalIntegral.integral_sub (cE.intervalIntegrable _ _)
          (cB'.intervalIntegrable _ _),
          intervalIntegral.integral_const_mul, h0, intervalIntegral.integral_ofReal,
          mul_zero, sub_zero]
```

## The two energies compared

The exact energy of the constant comes from the integral of the cosine, and this holds for either sign of `a`.

```lean
/-- The exact Rayleigh quotient of the constant function in the potential
`-a cos(2πNx)`, `N ≥ 1`, is zero. -/
theorem rayleigh_const (a : ℝ) {N : ℕ} (hN : 1 ≤ N) :
    rayleigh (cosPotential a N) (fun _ => 1) = 0 := by
  have hN0 : (N : ℝ) ≠ 0 := by positivity
  have hc : 2 * π * (N : ℝ) ≠ 0 := by positivity
  have hH (x : ℝ) : hamiltonian (cosPotential a N) (fun _ => 1) x
      = (cosPotential a N x : ℂ) := by simp [hamiltonian]
  have hs : Real.sin (2 * π * N) = 0 := by
    have h := Real.sin_nat_mul_pi (2 * N)
    push_cast at h
    rw [← h]
    congr 1
    ring
  have hI : ∫ x in (0 : ℝ)..1, cosPotential a N x = 0 := by
    simp only [cosPotential]
    rw [intervalIntegral.integral_const_mul,
      intervalIntegral.integral_comp_mul_left (fun y => Real.cos y) hc, integral_cos]
    simp [hs]
  simp only [rayleigh, hH, star_one, one_mul]
  rw [intervalIntegral.integral_ofReal, hI]
  simp
```

The main theorem joins the grid value to the strict lower bound. The condition `∃ k ∈ s, c k ≠ 0` says that the polynomial is nonzero. The bound is strict for each polynomial separately; the theorem gives no common gap above $-a$ and does not treat other potentials or grids. By itself it therefore shows only that the infimum of the exact energies of these polynomials is at least $-a$. That the ground-state energy is strictly greater than $-a$ follows from the standard fact, not proved here, that this Hamiltonian has a smooth periodic ground state: the positivity argument above applies to that function as well.

In the first half, `hV` evaluates the potential at the grid points. In the second, `hne` finds a point where $\psi\ne0$, and `hcount` shows that the minima are countable. The complement of a countable set is dense, which provides the point `y`. Then `hD` makes the norm positive, `split` rewrites the energy density measured from $-a$, and `hpos` gives its integral a positive value. Clearing the positive denominator leaves a linear inequality for `linarith`.

```lean
/-- In the potential `-a cos(2πNx)` with `a > 0` and `N ≥ 1`, the `N`-point grid energy of the
constant function `1` is `-a`, while the exact Rayleigh quotient of every nonzero trigonometric
polynomial is greater than `-a`. -/
theorem grid_energy_not_variational {a : ℝ} (ha : 0 < a) {N : ℕ} (hN : 1 ≤ N) :
    gridRayleigh N (cosPotential a N) (fun _ => 1) = -a ∧
      ∀ (s : Finset ℤ) (c : ℤ → ℂ), (∃ k ∈ s, c k ≠ 0) →
        -a < rayleigh (cosPotential a N) (trigPoly s c) := by
  have hN0 : (N : ℝ) ≠ 0 := by positivity
  constructor
  · -- every grid point sits at a minimum of the potential
    have hV (j : ℕ) : cosPotential a N (j / N) = -a := by
      have h : 2 * π * N * ((j : ℝ) / N) = j * (2 * π) := by field_simp
      simp only [cosPotential]
      rw [h, Real.cos_nat_mul_two_pi, mul_one]
    have hH (j : ℕ) : hamiltonian (cosPotential a N) (fun _ => 1) (j / N)
        = ((-a : ℝ) : ℂ) := by
      rw [← hV j]
      simp [hamiltonian]
    simp only [gridRayleigh, hH, star_one, one_mul, Complex.ofReal_re, norm_one, one_pow,
      Finset.sum_const, Finset.card_range, nsmul_eq_mul]
    field_simp
  · rintro s c ⟨m, hm, hcm⟩
    have cont (d : ℤ → ℂ) : Continuous (trigPoly s d) :=
      continuous_iff_continuousAt.2 fun x => (hasDerivAt_trigPoly s d x).continuousAt
    have per (d : ℤ → ℂ) : trigPoly s d 1 = trigPoly s d 0 := by
      simp only [trigPoly, (planeWave_ends _).1, (planeWave_ends _).2]
    have cV : Continuous (cosPotential a N) := by
      unfold cosPotential
      fun_prop
    -- a nonzero coefficient gives a nonzero value inside the cell
    have hne : ∃ x ∈ Set.Ioo (0 : ℝ) 1, trigPoly s c x ≠ 0 := by
      by_contra! h
      have hcl : Set.Icc (0 : ℝ) 1 ⊆ {x | trigPoly s c x = 0} := by
        rw [← closure_Ioo (by norm_num : (0 : ℝ) ≠ 1)]
        exact closure_minimal h (isClosed_eq (cont c) continuous_const)
      apply hcm
      rw [← coefficient_eq_integral s c hm]
      have hz : ∫ x in (0 : ℝ)..1, planeWave (-m) x * trigPoly s c x
          = ∫ _x in (0 : ℝ)..1, (0 : ℂ) := by
        refine intervalIntegral.integral_congr fun x hx => ?_
        rw [Set.uIcc_of_le zero_le_one] at hx
        have hx0 : trigPoly s c x = 0 := hcl hx
        simp only [hx0, mul_zero]
      rw [hz, intervalIntegral.integral_zero]
    -- the minima of the potential form a countable set
    have hcount : {x : ℝ | Real.cos (2 * π * N * x) = 1}.Countable := by
      refine (Set.countable_range (fun n : ℤ => (n : ℝ) / N)).mono fun x hx => ?_
      obtain ⟨n, hn⟩ := (Real.cos_eq_one_iff _).1 hx
      have h : (n : ℝ) = N * x :=
        mul_right_cancel₀ Real.two_pi_pos.ne' (by linear_combination hn)
      refine ⟨n, ?_⟩
      simp only [h]
      field_simp
    obtain ⟨x, hx, hxψ⟩ := hne
    obtain ⟨y, ⟨hy, hyψ⟩, hyc⟩ := (hcount.dense_compl ℝ).inter_open_nonempty
      (Set.Ioo 0 1 ∩ {x | trigPoly s c x ≠ 0})
      (isOpen_Ioo.inter (isOpen_ne_fun (cont c) continuous_const)) ⟨x, hx, hxψ⟩
    have hyn : 0 < ‖trigPoly s c y‖ := norm_pos_iff.2 hyψ
    have hycos : Real.cos (2 * π * N * y) < 1 := lt_of_le_of_ne (Real.cos_le_one _) hyc
    have cn : Continuous fun x => ‖trigPoly s c x‖ ^ 2 := (cont c).norm.pow 2
    have hD : 0 < ∫ x in (0 : ℝ)..1, ‖trigPoly s c x‖ ^ 2 :=
      intervalIntegral.integral_pos one_pos cn.continuousOn (fun x _ => by positivity)
        ⟨y, Set.Ioo_subset_Icc_self hy, by positivity⟩
    unfold rayleigh
    rw [energy_by_parts cV (hasDerivAt_trigPoly s c) (hasDerivAt_trigPoly s _) (cont _)
      (per c) (per _), Complex.ofReal_re, lt_div_iff₀ hD]
    set φ := trigPoly s (fun k => 2 * π * Complex.I * k * c k) with hφ
    have cφ : Continuous φ := cont _
    have cE : Continuous fun x => ‖φ x‖ ^ 2 / 2 + cosPotential a N x * ‖trigPoly s c x‖ ^ 2 :=
      ((cφ.norm.pow 2).div_const 2).add (cV.mul cn)
    have split (x : ℝ) : ‖φ x‖ ^ 2 / 2 + cosPotential a N x * ‖trigPoly s c x‖ ^ 2
        + a * ‖trigPoly s c x‖ ^ 2 = ‖φ x‖ ^ 2 / 2
        + a * (1 - Real.cos (2 * π * N * x)) * ‖trigPoly s c x‖ ^ 2 := by
      simp only [cosPotential]
      ring
    -- the energy measured from the bottom of the potential is strictly positive
    have hpos : 0 < ∫ x in (0 : ℝ)..1, (‖φ x‖ ^ 2 / 2
        + cosPotential a N x * ‖trigPoly s c x‖ ^ 2 + a * ‖trigPoly s c x‖ ^ 2) := by
      refine intervalIntegral.integral_pos one_pos
        (cE.add (continuous_const.mul cn)).continuousOn (fun x _ => ?_)
        ⟨y, Set.Ioo_subset_Icc_self hy, ?_⟩
      · rw [split]
        have h := sub_nonneg.2 (Real.cos_le_one (2 * π * N * x))
        positivity
      · rw [split]
        have h := sub_pos.2 hycos
        positivity
    have can : Continuous fun x => a * ‖trigPoly s c x‖ ^ 2 := continuous_const.mul cn
    rw [intervalIntegral.integral_add (cE.intervalIntegrable _ _)
      (can.intervalIntegrable _ _),
      intervalIntegral.integral_const_mul] at hpos
    linarith

end

end GridQuadratureNotVariational
```

```lean
#print axioms GridQuadratureNotVariational.rayleigh_const
#print axioms GridQuadratureNotVariational.grid_energy_not_variational
```

```
'GridQuadratureNotVariational.rayleigh_const' depends on axioms: [propext, Classical.choice, Quot.sound]
'GridQuadratureNotVariational.grid_energy_not_variational' depends on axioms: [propext, Classical.choice, Quot.sound]
```
